# A Trace Condition for Complex RPA Frequencies, with a Real Tamm-Dancoff Spectrum

Take one excitation of energy a, coupled to its de-excitation by b, with a and b real. The response matrix and its square are

R = [[a, b], [−b, −a]],  R² = (a² − b²) 1,

so every response frequency ω satisfies

ω² = a² − b².

If |b| > |a|, the frequencies are ±i√(b² − a²). With time dependence exp(−iωt), the one in the upper half-plane describes a linear perturbation that grows exponentially. The Tamm-Dancoff approximation sets b to zero and returns the real number a, whatever the coupling was.

## From one pair to n pairs

Let A and B be real n×n matrices with A symmetric, and let R = [[A, B], [−B, −A]]. The claim is that if tr B² > tr A², then R has an eigenvalue with positive imaginary part, while all eigenvalues of A are real.

Both diagonal blocks of R² equal A² − B², hence

tr R² = 2(tr A² − tr B²).

This trace is the sum of the 2n eigenvalues of R², counted with multiplicity. They cannot all have real part above the mean, so some eigenvalue μ satisfies

Re μ ≤ (tr A² − tr B²)/n.

Choose v ≠ 0 with R²v = μv and a complex number s with s² = μ. Then

(R − s)(R + s)v = 0.

If (R + s)v = 0, then −s is an eigenvalue of R with eigenvector v. Otherwise (R + s)v is an eigenvector with eigenvalue s. Either way R has an eigenvalue ω with ω² = μ. Since Re ω² = (Re ω)² − (Im ω)²,

tr B² − tr A² ≤ n[(Im ω)² − (Re ω)²].

The left side is positive, so Im ω ≠ 0. To fix the sign, write the eigenvector as (X, Y):

AX + BY = ωX,  −BX − AY = ωY.

Changing the sign of both equations shows that (Y, X) is an eigenvector with eigenvalue −ω. One of ω and −ω has positive imaginary part, and both obey the bound.

For the Tamm-Dancoff matrix, let Av = ωv with v ≠ 0. Because A is real and symmetric, acting to the right and to the left gives

v†Av = ω v†v = ω* v†v,

and v†v ≠ 0 forces ω = ω*. A real spectrum may still contain negative energies; what A cannot produce is a complex frequency.

## Response matrix and frequencies in Lean

The finite type `n` labels the excitations, and `m` indexes a general real matrix.

```lean
import Mathlib

open Matrix
open scoped ComplexOrder

namespace TammDancoffInstability

noncomputable section

variable {n m : Type*} [Fintype n] [Fintype m]
```

The index type `n ⊕ n` holds the excitation amplitudes X followed by the de-excitation amplitudes Y. The blocks are arbitrary real matrices, not derived from a Hamiltonian or a kernel. They do not depend on ω, as in adiabatic TDDFT or a static BSE kernel.

```lean
/-- The linear-response (RPA) matrix with excitation block `A` and coupling block `B`. -/
def rpaMatrix (A B : Matrix n n ℝ) : Matrix (n ⊕ n) (n ⊕ n) ℝ :=
  fromBlocks A B (-B) (-A)
```

A frequency is a complex eigenvalue, so the real matrix is first mapped entrywise into ℂ. No normalisation of the amplitudes is imposed.

```lean
/-- The complex number `ω` is an eigenvalue of the real matrix `M`, with a non-zero complex
vector of amplitudes. -/
def IsFrequency (M : Matrix m m ℝ) (ω : ℂ) : Prop :=
  ∃ v : m → ℂ, v ≠ 0 ∧ M.map Complex.ofRealHom *ᵥ v = ω • v
```

## The trace and the ±ω pairing

Block multiplication gives the trace of R², with no symmetry assumed.

```lean
/-- The trace of the squared response matrix is twice the difference of the traces of
`A²` and `B²`. -/
theorem trace_rpaMatrix_sq (A B : Matrix n n ℝ) :
    (rpaMatrix A B * rpaMatrix A B).trace = 2 * ((A * A).trace - (B * B).trace) := by
  have ht : ∀ P Q R S : Matrix n n ℝ, (fromBlocks P Q R S).trace = P.trace + S.trace := by
    intro P Q R S
    simp [Matrix.trace, Fintype.sum_sum_type]
  rw [rpaMatrix, fromBlocks_multiply, ht]
  simp only [Matrix.mul_neg, Matrix.neg_mul, neg_neg, trace_add, trace_neg]
  ring
```

`Sum.swap` exchanges X and Y. Each half of the new eigenvalue equation is the negative of the opposite half of the old one.

```lean
/-- Response frequencies come in pairs `ω`, `-ω`. -/
theorem isFrequency_neg {A B : Matrix n n ℝ} {ω : ℂ}
    (h : IsFrequency (rpaMatrix A B) ω) : IsFrequency (rpaMatrix A B) (-ω) := by
  obtain ⟨v, hv, h⟩ := h
  -- exchange excitation and de-excitation amplitudes
  refine ⟨v ∘ Sum.swap, ?_, ?_⟩
  · intro h0
    apply hv
    funext i
    have := congrFun h0 i.swap
    simpa using this
  · funext i
    rcases i with i | i
    · have := congrFun h (Sum.inr i)
      simp only [rpaMatrix, Matrix.mulVec, dotProduct, Fintype.sum_sum_type, Matrix.map_apply,
        fromBlocks_apply₁₁, fromBlocks_apply₁₂, fromBlocks_apply₂₁, fromBlocks_apply₂₂,
        Pi.smul_apply, smul_eq_mul, Function.comp_apply, Sum.swap_inl, Sum.swap_inr,
        Matrix.neg_apply, map_neg, neg_mul, Finset.sum_neg_distrib] at this ⊢
      linear_combination -this
    · have := congrFun h (Sum.inl i)
      simp only [rpaMatrix, Matrix.mulVec, dotProduct, Fintype.sum_sum_type, Matrix.map_apply,
        fromBlocks_apply₁₁, fromBlocks_apply₁₂, fromBlocks_apply₂₁, fromBlocks_apply₂₂,
        Pi.smul_apply, smul_eq_mul, Function.comp_apply, Sum.swap_inl, Sum.swap_inr,
        Matrix.neg_apply, map_neg, neg_mul, Finset.sum_neg_distrib] at this ⊢
      linear_combination -this
```

## An eigenvalue at or below the mean

The averaging argument is an induction over a multiset, which keeps multiplicities. The empty collection is a separate alternative.

```lean
/-- If all members of a finite collection of complex numbers have real part above `c`, the
collection is empty or its mean real part is above `c`. -/
lemma mean_re_gt (c : ℝ) (s : Multiset ℂ) :
    (∀ μ ∈ s, c < μ.re) → s = 0 ∨ (Multiset.card s : ℝ) * c < s.sum.re := by
  induction s using Multiset.induction_on with
  | empty => intro _; exact Or.inl rfl
  | cons a s ih =>
    intro h
    right
    have ha := h a (Multiset.mem_cons_self a s)
    rw [Multiset.card_cons, Multiset.sum_cons, Complex.add_re]
    push_cast
    rcases ih (fun μ hμ => h μ (Multiset.mem_cons_of_mem hμ)) with h0 | h0
    · rw [h0]
      simpa using ha
    · linarith
```

The next theorem holds for every real matrix M of non-zero size. Its proof supposes that every frequency violates the bound. Each root μ of the characteristic polynomial of M² then has real part above the mean, because the factorisation with s supplies a frequency whose square is μ. `mean_re_gt` turns this into a strict inequality between the trace and itself.

```lean
/-- Every real square matrix of non-zero size has an eigenvalue `ω` for which the real part of `ω²`
is at most the trace of the squared matrix divided by the dimension. -/
theorem exists_frequency_sq_le [DecidableEq m] [Nonempty m] (M : Matrix m m ℝ) :
    ∃ ω : ℂ, IsFrequency M ω ∧ (Fintype.card m : ℝ) * (ω ^ 2).re ≤ (M * M).trace := by
  by_contra hcon
  push Not at hcon
  have hcard : (0 : ℝ) < Fintype.card m := by exact_mod_cast Fintype.card_pos
  set C := M.map Complex.ofRealHom with hC
  have htr : (C * C).trace = (((M * M).trace : ℝ) : ℂ) := by
    simp [hC, Matrix.trace, Matrix.mul_apply]
  have hroots : Multiset.card (C * C).charpoly.roots = Fintype.card m := by
    rw [Polynomial.splits_iff_card_roots.mp (IsAlgClosed.splits _),
      Matrix.charpoly_natDegree_eq_dim]
  have key : ∀ μ ∈ (C * C).charpoly.roots, (M * M).trace / Fintype.card m < μ.re := by
    intro μ hμ
    have hdet := Polynomial.isRoot_of_mem_roots hμ
    rw [Polynomial.IsRoot.def, Matrix.eval_charpoly] at hdet
    obtain ⟨v, hv, hv0⟩ := Matrix.exists_mulVec_eq_zero_iff.mpr hdet
    have hs : Matrix.scalar m μ *ᵥ v = μ • v := by
      funext i
      simp [Matrix.scalar_apply, Matrix.mulVec_diagonal]
    rw [Matrix.sub_mulVec, hs, sub_eq_zero, ← Matrix.mulVec_mulVec] at hv0
    obtain ⟨s, hsq⟩ := IsAlgClosed.exists_pow_nat_eq μ (n := 2) (by norm_num)
    -- a square root of `μ` is an eigenvalue of the matrix itself
    have hfreq : ∃ ω : ℂ, IsFrequency M ω ∧ ω ^ 2 = μ := by
      by_cases hu : C *ᵥ v + s • v = 0
      · refine ⟨-s, ⟨v, hv, ?_⟩, by rw [neg_sq, hsq]⟩
        rw [neg_smul]
        exact eq_neg_of_add_eq_zero_left hu
      · refine ⟨s, ⟨C *ᵥ v + s • v, hu, ?_⟩, hsq⟩
        change C *ᵥ (C *ᵥ v + s • v) = s • (C *ᵥ v + s • v)
        rw [Matrix.mulVec_add, Matrix.mulVec_smul, ← hv0, ← hsq]
        module
    obtain ⟨ω, hω, hω2⟩ := hfreq
    have := hcon ω hω
    rw [hω2] at this
    rw [div_lt_iff₀ hcard]
    linarith
  rcases mean_re_gt _ _ key with h0 | h0
  · rw [h0, Multiset.card_zero] at hroots
    exact Fintype.card_ne_zero hroots.symm
  · rw [hroots, ← Matrix.trace_eq_sum_roots_charpoly, htr, Complex.ofReal_re,
      mul_div_cancel₀ _ hcard.ne'] at h0
    exact lt_irrefl _ h0
```

Applied to R, whose dimension is 2n, this yields the quantitative bound. The case distinction on the sign of `ω.im` selects ω or −ω.

```lean
/-- With at least one excitation, some response frequency `ω` in the closed upper half-plane has
`(Im ω)² - (Re ω)²` at least the excess of the trace of `B²` over that of `A²`, divided by the
number of excitations. -/
theorem exists_growth_bound [DecidableEq n] [Nonempty n] (A B : Matrix n n ℝ) :
    ∃ ω : ℂ, IsFrequency (rpaMatrix A B) ω ∧ 0 ≤ ω.im ∧
      (B * B).trace - (A * A).trace ≤ (Fintype.card n : ℝ) * (ω.im ^ 2 - ω.re ^ 2) := by
  obtain ⟨ω, hω, hb⟩ := exists_frequency_sq_le (rpaMatrix A B)
  have hre : (ω ^ 2).re = ω.re ^ 2 - ω.im ^ 2 := by
    simp [pow_two, Complex.mul_re]
  rw [trace_rpaMatrix_sq, hre, Fintype.card_sum] at hb
  push_cast at hb
  rcases le_total 0 ω.im with hi | hi
  · exact ⟨ω, hω, hi, by linarith⟩
  · refine ⟨-ω, isFrequency_neg hω, by simpa using hi, ?_⟩
    rw [Complex.neg_im, Complex.neg_re, neg_sq, neg_sq]
    linarith
```

## Real Tamm-Dancoff energies beside a complex response frequency

The two evaluations of v†Av are `h1` and `h2`.

```lean
/-- All eigenvalues of a real symmetric Tamm-Dancoff matrix are real. -/
theorem tammDancoff_real {A : Matrix n n ℝ} (hA : A.IsSymm) {ω : ℂ}
    (h : IsFrequency A ω) : ω.im = 0 := by
  obtain ⟨v, hv, h⟩ := h
  have hC : (A.map Complex.ofRealHom)ᴴ = A.map Complex.ofRealHom := by
    ext i j
    simp [Matrix.conjTranspose_apply, hA.apply i j]
  -- evaluate the expectation value by acting to the right and to the left
  have h1 : star v ⬝ᵥ (A.map Complex.ofRealHom *ᵥ v) = ω * (star v ⬝ᵥ v) := by
    rw [h, dotProduct_smul, smul_eq_mul]
  have h2 : star v ⬝ᵥ (A.map Complex.ofRealHom *ᵥ v) = star ω * (star v ⬝ᵥ v) := by
    have h3 : star v ᵥ* A.map Complex.ofRealHom = star (A.map Complex.ofRealHom *ᵥ v) := by
      rw [Matrix.star_mulVec, hC]
    rw [Matrix.dotProduct_mulVec, h3, h, star_smul, smul_dotProduct, smul_eq_mul]
  have hN : star v ⬝ᵥ v ≠ 0 := fun h0 => hv (dotProduct_star_self_eq_zero.mp h0)
  exact Complex.conj_eq_iff_im.mp (mul_right_cancel₀ hN (h2.symm.trans h1))
```

The main theorem assumes symmetry of A and the strict trace inequality. It does not assume symmetry of B; when B is symmetric, as for real orbitals, tr B² is the sum of its squared elements. With no excitations both traces vanish and the hypothesis fails.

```lean
/-- If the trace of `B²` exceeds that of `A²`, the response matrix has an eigenvalue with positive
imaginary part, while all eigenvalues of the symmetric Tamm-Dancoff matrix `A` are real. -/
theorem tammDancoff_hides_instability [DecidableEq n] {A B : Matrix n n ℝ} (hA : A.IsSymm)
    (hAB : (A * A).trace < (B * B).trace) :
    (∃ ω : ℂ, IsFrequency (rpaMatrix A B) ω ∧ 0 < ω.im) ∧
      ∀ ω : ℂ, IsFrequency A ω → ω.im = 0 := by
  refine ⟨?_, fun ω h => tammDancoff_real hA h⟩
  rcases isEmpty_or_nonempty n with hn | hn
  · simp [Matrix.trace] at hAB
  obtain ⟨ω, hω, hi, hb⟩ := exists_growth_bound A B
  refine ⟨ω, hω, lt_of_le_of_ne hi fun h0 => ?_⟩
  rw [← h0] at hb
  have : 0 ≤ (Fintype.card n : ℝ) * ω.re ^ 2 := by positivity
  linarith
```

## How sharp the condition is

For one pair, ω² = a² − b² turns the bound into an equality. The proof combines the two component equations to show that ω² − a² + b² annihilates both amplitudes.

```lean
/-- For a single excitation with energy `a` and coupling `b`, every response frequency obeys
`ω² = a² - b²`. -/
theorem single_pair_frequency (a b : ℝ) {ω : ℂ}
    (h : IsFrequency (rpaMatrix !![a] !![b]) ω) : ω ^ 2 = (a : ℂ) ^ 2 - (b : ℂ) ^ 2 := by
  obtain ⟨v, hv, h⟩ := h
  have p := congrFun h (Sum.inl 0)
  have q := congrFun h (Sum.inr 0)
  simp [rpaMatrix, Matrix.mulVec, dotProduct, Fintype.sum_sum_type] at p q
  by_contra hne
  have hne' := sub_ne_zero.mpr hne
  apply hv
  funext i
  rcases i with i | i
  · obtain rfl : i = 0 := Subsingleton.elim _ _
    refine (mul_eq_zero.mp ?_).resolve_left hne'
    linear_combination (-ω - a) * p - b * q
  · obtain rfl : i = 0 := Subsingleton.elim _ _
    refine (mul_eq_zero.mp ?_).resolve_left hne'
    linear_combination (a - ω) * q + b * p
```

For B = A the traces agree and R² = 0, so every frequency is zero. The strict inequality therefore cannot be weakened to ≤.

```lean
/-- For `B = A`, where the two traces are equal, every response frequency is zero. -/
theorem equal_blocks_frequency (A : Matrix n n ℝ) {ω : ℂ}
    (h : IsFrequency (rpaMatrix A A) ω) : ω = 0 := by
  obtain ⟨v, hv, h⟩ := h
  -- the response matrix squares to zero
  have hsq : rpaMatrix A A * rpaMatrix A A = 0 := by
    rw [rpaMatrix, fromBlocks_multiply]
    simp
  have h2 : (rpaMatrix A A).map Complex.ofRealHom *ᵥ
      ((rpaMatrix A A).map Complex.ofRealHom *ᵥ v) = 0 := by
    rw [Matrix.mulVec_mulVec, ← Matrix.map_mul, hsq]
    simp
  rw [h, Matrix.mulVec_smul, h] at h2
  by_contra h0
  exact smul_ne_zero h0 (smul_ne_zero h0 hv) h2
```

The condition is sufficient but not necessary. Below, tr B² = 25 and tr A² = 32, yet 3i is a frequency, with unnormalised amplitudes X = (5, 0) and Y = (3i − 4, 0). The second, uncoupled excitation raises tr A² and masks the unstable one.

```lean
/-- Two mutually uncoupled excitations of energy 4, one of them coupled to its own de-excitation by
5, have the response frequency `3i` although the trace of `B²` is below that of `A²`. -/
theorem trace_criterion_not_necessary :
    ((!![5, 0; 0, 0] : Matrix (Fin 2) (Fin 2) ℝ) * !![5, 0; 0, 0]).trace <
      ((!![4, 0; 0, 4] : Matrix (Fin 2) (Fin 2) ℝ) * !![4, 0; 0, 4]).trace ∧
    IsFrequency (rpaMatrix !![4, 0; 0, 4] !![5, 0; 0, 0]) (3 * Complex.I) := by
  constructor
  · norm_num [Matrix.trace_fin_two, Matrix.mul_apply, Fin.sum_univ_succ]
  · refine ⟨Sum.elim ![5, 0] ![3 * Complex.I - 4, 0], ?_, ?_⟩
    · intro h0
      have := congrFun h0 (Sum.inl 0)
      simp at this
    · funext i
      rcases i with i | i <;> fin_cases i <;>
        simp [rpaMatrix, Matrix.mulVec, dotProduct, Fintype.sum_sum_type, Fin.sum_univ_succ]
      all_goals first
        | ring1
        | linear_combination (-9 : ℂ) * Complex.I_sq

end

end TammDancoffInstability
```

```lean
#print axioms TammDancoffInstability.tammDancoff_real
-- 'TammDancoffInstability.tammDancoff_real' depends on axioms: [propext, Classical.choice, Quot.sound]
#print axioms TammDancoffInstability.tammDancoff_hides_instability
-- 'TammDancoffInstability.tammDancoff_hides_instability' depends on axioms: [propext, Classical.choice, Quot.sound]
#print axioms TammDancoffInstability.equal_blocks_frequency
-- 'TammDancoffInstability.equal_blocks_frequency' depends on axioms: [propext, Classical.choice, Quot.sound]
#print axioms TammDancoffInstability.trace_criterion_not_necessary
-- 'TammDancoffInstability.trace_criterion_not_necessary' depends on axioms: [propext, Classical.choice, Quot.sound]
```

## Squared frequencies in codes, and complex orbitals

With real orbitals, response codes can work with the product (A − B)(A + B), whose eigenvalues are the values of ω². Its trace is tr A² − tr B², so a negative trace already signals an instability of the finite, frequency-independent response problem before any diagonalisation. With more than one excitation, a positive trace does not rule out an instability, since high-lying excitations can dominate it. If A + B and A − B are both positive definite, all frequencies are real.

For complex orbitals the model would be [[A, B], [−B*, −A*]] with A Hermitian and B symmetric. The trace of B² would be replaced by that of BB*, the sum of |B_ij|². The exchange of amplitudes would then include complex conjugation and send ω to −ω*, which leaves the imaginary part unchanged. Choosing its sign would rest on a different symmetry, the pairing of ω with ω*.
